# Exchange weights of a metallic chain: up to half the ring, the k-mesh error lies between 0 and $1/N^2$

A mesh error needs a reference, and for a metal the reference can be taken at fixed Fermi level or at fixed filling. Here the filling is fixed: a ring of $N$ k-points with $M=2p+1$ of them occupied, symmetrically about $k=0$, is compared with the infinite chain at filling $\nu=M/N$. The model is non-interacting, with one band, one spin and one orthonormal orbital per site.

## The error by hand

At a distance of $R$ lattice constants, the density matrices of the mesh and of the infinite chain are

$$g(R)=\frac1N\sum_{j=-p}^{p}e^{2\pi i jR/N},\qquad \gamma(R)=\frac1{2\pi}\int_{-\pi\nu}^{\pi\nu}e^{ikR}\,dk=\frac{\sin(\pi\nu R)}{\pi R}.$$

The exchange weight is the squared modulus. The claim is that for $1\le R\le N/2$

$$0\le |g(R)|^2-|\gamma(R)|^2\le \frac1{N^2}.$$

Put $x=\pi R/N$, so that $0<x\le\pi/2$. The phase sum satisfies

$$\sin x\sum_{j=-p}^{p}e^{2ijx}=\sin((2p+1)x).$$

This is trivial for $p=0$. Going from $p$ to $p+1$ adds $2\cos A\,\sin x=\sin(A+x)-\sin(A-x)$ with $A=2(p+1)x$. Since $A-x=(2p+1)x$ and $A+x=(2p+3)x$, the old sine cancels and the new one remains.

Hence $g(R)=\sin(Mx)/(N\sin x)$. Because $\pi R=Nx$, also $\gamma(R)=\sin(Mx)/(Nx)$, and the error is

$$\left(\frac{\sin Mx}{N}\right)^2\left(\frac1{\sin^2x}-\frac1{x^2}\right).$$

The bracket is positive because $0<\sin x<x$. For the upper bound, $x\cos x\le\sin x$: this is $x<\tan x$ below $\pi/2$, and $0\le1$ at $\pi/2$. Squaring gives $x^2(1-\sin^2x)\le\sin^2x$, or $x^2-\sin^2x\le x^2\sin^2x$, so the bracket is at most 1. With $\sin^2(Mx)\le1$ the claim follows.

The limit on $R$ matters for the upper bound, and $R<N$ would not be enough. For $N=5$, $M=3$, $R=4$ the error is about $0.099$, while $1/N^2=0.04$.

## Density matrices and their difference

```lean
import Mathlib

open scoped Real

namespace MetallicExchangeMesh

noncomputable section
```

The number of occupied points enters through `p`, which makes it odd.

```lean
/-- Density matrix at distance `R` on a mesh of `N ≥ 1` k-points whose `2p+1` points
around `k = 0` are filled. -/
def meshDensityMatrix (N p R : ℕ) : ℂ :=
  (1 / (N : ℂ)) * ∑ j ∈ Finset.Icc (-(p : ℤ)) p,
    Complex.exp (2 * π * Complex.I * j * R / N)
```

The bulk object is defined as the integral over the Fermi sea; its closed form is proved below.

```lean
/-- Density matrix at distance `R` of the infinite chain with filling `ν`: the integral of
the Bloch phase over the Fermi sea from `-πν` to `πν`, divided by `2π`. -/
def bulkDensityMatrix (ν : ℝ) (R : ℕ) : ℂ :=
  (1 / (2 * (π : ℂ))) * ∫ k in (-(π * ν))..(π * ν), Complex.exp (Complex.I * R * k)
```

`weightError` fixes the filling convention by passing `(2 * p + 1) / N` to the bulk density matrix. No theorem requires $M\le N$, although a larger $M$ would occupy k-points twice and has no physical reading here.

```lean
/-- Exchange weight (squared modulus of the density matrix) on the mesh of `N ≥ 1` points,
minus the weight of the infinite chain at the same filling `(2p+1)/N`. -/
def weightError (N p R : ℕ) : ℝ :=
  ‖meshDensityMatrix N p R‖ ^ 2 - ‖bulkDensityMatrix ((2 * p + 1) / N) R‖ ^ 2
```

## Summing the phases

The induction enlarges the Fermi sea by one state at each end: `hset` writes the new index set as two insertions, and `ha` and `hb` expand the two new exponentials.

```lean
/-- The sum of phases over a symmetric Fermi sea, multiplied by `sin x`, telescopes to a
single sine. -/
theorem fermi_sea_sum (p : ℕ) (x : ℂ) :
    (∑ j ∈ Finset.Icc (-(p : ℤ)) p, Complex.exp (2 * j * x * Complex.I)) * Complex.sin x
      = Complex.sin ((2 * p + 1) * x) := by
  induction p with
  | zero => simp
  | succ p ih =>
    -- the larger sea has one more state at each Fermi point
    have hset : Finset.Icc (-((p + 1 : ℕ) : ℤ)) ((p + 1 : ℕ) : ℤ)
        = insert ((p : ℤ) + 1) (insert (-((p : ℤ) + 1)) (Finset.Icc (-(p : ℤ)) p)) := by
      ext j
      simp only [Finset.mem_insert, Finset.mem_Icc]
      omega
    have h1 : (p : ℤ) + 1 ∉ insert (-((p : ℤ) + 1)) (Finset.Icc (-(p : ℤ)) p) := by
      simp only [Finset.mem_insert, Finset.mem_Icc]
      omega
    have h2 : -((p : ℤ) + 1) ∉ Finset.Icc (-(p : ℤ)) p := by
      simp only [Finset.mem_Icc]
      omega
    have hc : (((p : ℤ) + 1 : ℤ) : ℂ) = (p : ℂ) + 1 := by norm_num
    have ha : Complex.exp (2 * (((p : ℤ) + 1 : ℤ) : ℂ) * x * Complex.I)
        = Complex.cos (2 * (p + 1) * x) + Complex.sin (2 * (p + 1) * x) * Complex.I := by
      rw [hc, ← Complex.exp_mul_I]
    have hb : Complex.exp (2 * ((-((p : ℤ) + 1) : ℤ) : ℂ) * x * Complex.I)
        = Complex.cos (2 * (p + 1) * x) - Complex.sin (2 * (p + 1) * x) * Complex.I := by
      have h : 2 * ((-((p : ℤ) + 1) : ℤ) : ℂ) * x * Complex.I
          = (-(2 * (p + 1) * x)) * Complex.I := by
        rw [Int.cast_neg, hc]
        ring
      rw [h, Complex.exp_mul_I, Complex.cos_neg, Complex.sin_neg]
      ring
    have e1 : (2 * ((p + 1 : ℕ) : ℂ) + 1) * x = 2 * (p + 1) * x + x := by
      push_cast
      ring
    have e2 : (2 * (p : ℂ) + 1) * x = 2 * (p + 1) * x - x := by ring
    rw [e2, Complex.sin_sub] at ih
    rw [hset, Finset.sum_insert h1, Finset.sum_insert h2, ha, hb, e1, Complex.sin_add]
    linear_combination ih
```

The last line, `linear_combination ih`, asks Lean to check that the goal minus the induction hypothesis is an identity of commutative algebra. That check knows no trigonometry and treats each sine and cosine as an unknown. The addition formulas must therefore come first, and `e1` and `e2` write both angles as $A\pm x$, so that goal and hypothesis share the same unknowns.

## Closed form of the error

Mathlib's integral of a complex exponential gives the bulk value.

```lean
/-- At distance `R ≥ 1` the density matrix of the infinite chain with filling `ν` is
`sin(πνR)/(πR)`. -/
theorem bulkDensityMatrix_eq (ν : ℝ) {R : ℕ} (hR : 0 < R) :
    bulkDensityMatrix ν R = ((Real.sin (π * ν * R) / (π * R) : ℝ) : ℂ) := by
  have hRc : (R : ℂ) ≠ 0 := by exact_mod_cast hR.ne'
  have hpi : (π : ℂ) ≠ 0 := by exact_mod_cast Real.pi_ne_zero
  have hI := Complex.I_ne_zero
  have h1 : Complex.I * R * ((π * ν : ℝ) : ℂ) = ((π * ν * R : ℝ) : ℂ) * Complex.I := by
    push_cast
    ring
  have h2 : Complex.I * R * ((-(π * ν) : ℝ) : ℂ)
      = (-((π * ν * R : ℝ) : ℂ)) * Complex.I := by
    push_cast
    ring
  unfold bulkDensityMatrix
  rw [integral_exp_mul_complex (mul_ne_zero hI hRc), h1, h2, Complex.exp_mul_I,
    Complex.exp_mul_I, Complex.cos_neg, Complex.sin_neg, Complex.ofReal_div,
    Complex.ofReal_sin]
  generalize Complex.sin ((π * ν * R : ℝ) : ℂ) = s
  generalize Complex.cos ((π * ν * R : ℝ) : ℂ) = c
  have h3 : c + s * Complex.I - (c + -s * Complex.I) = 2 * s * Complex.I := by ring
  rw [h3]
  push_cast
  field_simp
```

The factorisation needs only $0<R<N$, which keeps $\sin x$ away from zero.

```lean
/-- For `0 < R < N` the error of the exchange weight factorises into the squared Fermi
oscillation over `N²` and a function of `πR/N` alone. -/
theorem weightError_eq {N R : ℕ} (p : ℕ) (hR : 0 < R) (hRN : R < N) :
    weightError N p R = (Real.sin (π * ((2 * p + 1) / N) * R) / N) ^ 2
      * (1 / Real.sin (π * R / N) ^ 2 - 1 / (π * R / N) ^ 2) := by
  have hR' : (0 : ℝ) < R := by exact_mod_cast hR
  have hN' : (0 : ℝ) < N := by exact_mod_cast hR.trans hRN
  have hlt : (R : ℝ) < N := by exact_mod_cast hRN
  have hpi := Real.pi_pos
  have hs : 0 < Real.sin (π * R / N) := by
    apply Real.sin_pos_of_pos_of_lt_pi (by positivity)
    rw [div_lt_iff₀ hN']
    exact mul_lt_mul_of_pos_left hlt hpi
  have hsc : Complex.sin ((π * R / N : ℝ) : ℂ) ≠ 0 := by
    rw [← Complex.ofReal_sin]
    exact_mod_cast hs.ne'
  -- the mesh density matrix is a real ratio of sines
  have hg : meshDensityMatrix N p R
      = ((Real.sin (π * ((2 * p + 1) / N) * R) / (N * Real.sin (π * R / N)) : ℝ) : ℂ) := by
    have hsum : ∑ j ∈ Finset.Icc (-(p : ℤ)) p,
          Complex.exp (2 * π * Complex.I * j * R / N)
        = ∑ j ∈ Finset.Icc (-(p : ℤ)) p,
          Complex.exp (2 * j * ((π * R / N : ℝ) : ℂ) * Complex.I) := by
      refine Finset.sum_congr rfl fun j _ => ?_
      congr 1
      push_cast
      ring
    have harg : (2 * (p : ℂ) + 1) * ((π * R / N : ℝ) : ℂ)
        = ((π * ((2 * p + 1) / N) * R : ℝ) : ℂ) := by
      push_cast
      ring
    unfold meshDensityMatrix
    rw [hsum, eq_div_of_mul_eq hsc (fermi_sea_sum p _), harg]
    push_cast
    ring
  unfold weightError
  rw [hg, bulkDensityMatrix_eq _ hR]
  simp only [Complex.norm_real, Real.norm_eq_abs, sq_abs]
  generalize Real.sin (π * ((2 * p + 1) / N) * R) = S
  have hx : S / (π * R) = S / N / (π * R / N) := by field_simp
  rw [hx]
  ring
```

## Bounds up to half the ring

`kernel_bounds` treats the bracket. Its inequality `hc` is $x\cos x\le\sin x$, with the endpoint $\pi/2$ handled separately.

```lean
/-- For `0 < x ≤ π/2` the difference `1/sin²x - 1/x²` is positive and at most one. -/
theorem kernel_bounds {x : ℝ} (h0 : 0 < x) (h1 : x ≤ π / 2) :
    0 < 1 / Real.sin x ^ 2 - 1 / x ^ 2 ∧ 1 / Real.sin x ^ 2 - 1 / x ^ 2 ≤ 1 := by
  have hs : 0 < Real.sin x :=
    Real.sin_pos_of_pos_of_lt_pi h0 (by linarith [Real.pi_pos])
  have hsx : Real.sin x < x := Real.sin_lt h0
  constructor
  · exact sub_pos.mpr (one_div_lt_one_div_of_lt (by positivity) (by nlinarith))
  · -- `x ≤ tan x`, written without the pole at `π/2`
    have hc : x * Real.cos x ≤ Real.sin x := by
      rcases eq_or_lt_of_le h1 with h | h
      · have hz : Real.cos x = 0 := by rw [h, Real.cos_pi_div_two]
        rw [hz, mul_zero]
        exact hs.le
      · have hcos : 0 < Real.cos x := Real.cos_pos_of_mem_Ioo ⟨by linarith, h⟩
        have ht := Real.lt_tan h0 h
        rw [Real.tan_eq_sin_div_cos, lt_div_iff₀ hcos] at ht
        exact ht.le
    have hcos0 : 0 ≤ Real.cos x :=
      Real.cos_nonneg_of_mem_Icc ⟨by linarith, h1⟩
    have hsq := pow_le_pow_left₀ (mul_nonneg h0.le hcos0) hc 2
    rw [mul_pow, Real.cos_sq'] at hsq
    rw [div_sub_div _ _ (by positivity) (by positivity), div_le_one (by positivity)]
    linarith
```

The condition $R\le N/2$ is written `2 * R ≤ N` and translated into angles.

```lean
/-- Distances `1 ≤ R ≤ N/2` correspond to angles `πR/N` in the interval `(0, π/2]`. -/
theorem angle_range {N R : ℕ} (hR : 0 < R) (hRN : 2 * R ≤ N) :
    0 < π * R / N ∧ π * R / N ≤ π / 2 := by
  have hR' : (0 : ℝ) < R := by exact_mod_cast hR
  have hN' : (0 : ℝ) < N := by exact_mod_cast (by omega : 0 < N)
  have h : 2 * (R : ℝ) ≤ N := by exact_mod_cast hRN
  have hpi := Real.pi_pos
  refine ⟨by positivity, ?_⟩
  rw [div_le_div_iff₀ hN' two_pos]
  linarith [mul_le_mul_of_nonneg_left h hpi.le]
```

The main theorem combines these results.

```lean
/-- For `1 ≤ R ≤ N/2` the mesh never underestimates the metallic exchange weight at fixed
filling, and overestimates it by at most `1/N²`. -/
theorem mesh_overestimates_exchange {N R : ℕ} (p : ℕ) (hR : 0 < R) (hRN : 2 * R ≤ N) :
    0 ≤ weightError N p R ∧ weightError N p R ≤ 1 / (N : ℝ) ^ 2 := by
  obtain ⟨ha, hb⟩ := angle_range hR hRN
  obtain ⟨hk0, hk1⟩ := kernel_bounds ha hb
  rw [weightError_eq p hR (by omega)]
  refine ⟨mul_nonneg (sq_nonneg _) hk0.le, ?_⟩
  refine (mul_le_of_le_one_right (sq_nonneg _) hk1).trans ?_
  rw [div_pow]
  gcongr
  exact Real.sin_sq_le_one _
```

## Exact cases and a truncated interaction

The error vanishes exactly when $\sin(Mx)=0$, that is, when $MR/N$ is an integer. A filled band, $M=N$, is one such case.

```lean
/-- For `1 ≤ R ≤ N/2` the mesh weight is exact precisely when `N` divides `(2p+1)R`. -/
theorem weightError_eq_zero_iff {N R : ℕ} (p : ℕ) (hR : 0 < R) (hRN : 2 * R ≤ N) :
    weightError N p R = 0 ↔ N ∣ (2 * p + 1) * R := by
  obtain ⟨ha, hb⟩ := angle_range hR hRN
  have hk := (kernel_bounds ha hb).1.ne'
  have hN' : (N : ℝ) ≠ 0 := by exact_mod_cast (by omega : N ≠ 0)
  have hpi := Real.pi_ne_zero
  rw [weightError_eq p hR (by omega), mul_eq_zero, or_iff_left hk,
    pow_eq_zero_iff two_ne_zero, div_eq_zero_iff, or_iff_left hN', Real.sin_eq_zero_iff]
  constructor
  · rintro ⟨n, hn⟩
    have h1 : (n : ℝ) = (2 * p + 1) / N * R :=
      mul_left_cancel₀ hpi (by linarith)
    have h2 : (2 * (p : ℝ) + 1) * R = N * n := by
      rw [h1]
      field_simp
    have h3 : (((2 * p + 1) * R : ℕ) : ℤ) = (N : ℤ) * n := by
      exact_mod_cast h2
    exact Int.natCast_dvd_natCast.mp ⟨n, h3⟩
  · rintro ⟨n, hn⟩
    have h : (2 * (p : ℝ) + 1) * R = N * n := by exact_mod_cast hn
    refine ⟨n, ?_⟩
    have h1 : (2 * (p : ℝ) + 1) / N * R = n := by
      rw [div_mul_eq_mul_div, h, mul_div_cancel_left₀ _ hN']
    rw [mul_assoc, h1, Int.cast_natCast, mul_comm]
```

At $N=2R$ the angle is $\pi/2$ and $\sin^2(M\pi/2)=1$, so the order $1/N^2$ is attained.

```lean
/-- At half the ring, `N = 2R` with `R ≥ 1`, the overestimate is exactly `(1 - 4/π²)/N²`. -/
theorem weightError_half_ring {R : ℕ} (p : ℕ) (hR : 0 < R) :
    weightError (2 * R) p R = (1 - 4 / π ^ 2) / ((2 * R : ℕ) : ℝ) ^ 2 := by
  have hR' : (R : ℝ) ≠ 0 := by exact_mod_cast hR.ne'
  have hpi := Real.pi_ne_zero
  have hx : π * R / ((2 * R : ℕ) : ℝ) = π / 2 := by
    push_cast
    field_simp
  -- an odd number of filled states puts the Fermi oscillation at an extremum
  have hS : Real.sin (π * ((2 * p + 1) / ((2 * R : ℕ) : ℝ)) * R) ^ 2 = 1 := by
    have hc : Real.cos (π * ((2 * p + 1) / ((2 * R : ℕ) : ℝ)) * R) = 0 := by
      rw [Real.cos_eq_zero_iff]
      refine ⟨p, ?_⟩
      push_cast
      field_simp
    rw [Real.sin_sq, hc]
    norm_num
  rw [weightError_eq p hR (by omega), hx, div_pow, hS, Real.sin_pi_div_two, div_pow]
  rw [one_div_div]
  ring
```

Hybrid-functional calculations on metals evaluate exchange on finite meshes. For this non-interacting chain, the next theorem bounds the mesh error of an exchange sum with a nonnegative interaction `v` cut off at $L\le N/2$. The sum omits the sign and prefactor of the exchange energy, and the bound says nothing about the interaction beyond $L$, shifted meshes, smeared occupations or higher dimensions.

```lean
/-- For a nonnegative interaction `v` cut off at a distance `L ≤ N/2`, the mesh overestimates
the exchange sum by at most the sum of `v` over `N²`. -/
theorem truncated_exchange_error {N L : ℕ} (p : ℕ) (v : ℕ → ℝ) (hv : ∀ R, 0 ≤ v R)
    (hL : 2 * L ≤ N) :
    0 ≤ ∑ R ∈ Finset.Icc 1 L, v R * weightError N p R ∧
      ∑ R ∈ Finset.Icc 1 L, v R * weightError N p R
        ≤ (∑ R ∈ Finset.Icc 1 L, v R) / (N : ℝ) ^ 2 := by
  have hb : ∀ R ∈ Finset.Icc 1 L,
      0 ≤ weightError N p R ∧ weightError N p R ≤ 1 / (N : ℝ) ^ 2 := by
    intro R hR
    rw [Finset.mem_Icc] at hR
    exact mesh_overestimates_exchange p (by omega) (by omega)
  refine ⟨Finset.sum_nonneg fun R hR => mul_nonneg (hv R) (hb R hR).1, ?_⟩
  rw [Finset.sum_div]
  refine Finset.sum_le_sum fun R hR => ?_
  rw [div_eq_mul_one_div]
  exact mul_le_mul_of_nonneg_left (hb R hR).2 (hv R)

end

end MetallicExchangeMesh
```

```lean
#print axioms MetallicExchangeMesh.weightError_eq_zero_iff
-- 'MetallicExchangeMesh.weightError_eq_zero_iff' depends on axioms: [propext, Classical.choice, Quot.sound]
#print axioms MetallicExchangeMesh.weightError_half_ring
-- 'MetallicExchangeMesh.weightError_half_ring' depends on axioms: [propext, Classical.choice, Quot.sound]
#print axioms MetallicExchangeMesh.truncated_exchange_error
-- 'MetallicExchangeMesh.truncated_exchange_error' depends on axioms: [propext, Classical.choice, Quot.sound]
```
